# The signed Scalmani–Frisch variable is discontinuous at orthogonal m and v ≠ 0

For a magnetization m and a spin-space gradient vector v, let

s(m,v) = sign(⟨m,v⟩) ‖v‖, with sign(0) = 0.

With v = (1,0,0) and m = (cos t, sin t, 0), s tends to 1 as t increases to π/2 and to −1 as t decreases to π/2. In any real inner product space, s is continuous at (m,v) exactly when v = 0 or ⟨m,v⟩ ≠ 0. No choice of values on the orthogonal pairs removes the jump.

## A sign for the noncollinear gradient variable

A collinear GGA can depend on the scalar product of the density gradient ∇n with the gradient of the spin density. In the noncollinear case there is one such product for each component of m, and v collects them: v_k = ∇n · ∇m_k. The length ‖v‖ is rotation invariant but carries no sign; s takes one from the projection of v on m, so its sign is relative to the direction of m.

If v = c m with m ≠ 0, then ⟨m,v⟩ = c‖m‖² has the sign of c, so

s(m, c m) = sign(c) |c| ‖m‖ = c‖m‖.

For m = 0 both sides vanish. A common rotation of m and v preserves ⟨m,v⟩ and ‖v‖, hence also s.

## Tilting through orthogonality

Let ⟨m,v⟩ = 0 and v ≠ 0. Tilt the magnetization to m + εv. Then

⟨m + εv, v⟩ = ε‖v‖²,

s(m + εv, v) = sign(ε) ‖v‖.

The limits from ε > 0 and ε < 0 are ‖v‖ and −‖v‖. Suppose f agrees with s at all non-orthogonal pairs. Then f has the same two limits along this path, since the tilted pair is non-orthogonal for every ε ≠ 0. Continuity of f at (m,v) would make both equal to f(m,v), giving ‖v‖ = −‖v‖ and so v = 0, a contradiction.

Conversely, if ⟨m,v⟩ ≠ 0, the inner product keeps its sign near (m,v), where s is therefore ‖v‖ or −‖v‖ throughout, and both are continuous. At v = 0, the bound |s| ≤ ‖v‖ forces s → 0 = s(m,0).

In the planar example ⟨m,v⟩ = cos t and ‖v‖ = 1, so s = sign(cos t), which changes from 1 to −1 at π/2.

## What the Lean statements cover

`signedVar m v` is s, on a real inner product space `E` of any dimension. Continuity is joint, on `E × E`. The explicit example lives in `EuclideanSpace ℝ (Fin 3)`, with `planarSpin t` for m and `xGradient` for v. The case m = 0 counts as orthogonal, so s is also discontinuous there when v ≠ 0.

The vectors m and v are independent variables here; they are not computed from a density. For noncollinear GGA calculations, the result locates the jumps of this one pointwise ingredient, while their effect on an energy depends on how the functional uses s.

```lean
import Mathlib

open Filter Topology

namespace NoncollinearGGA

noncomputable section

variable {E : Type*} [NormedAddCommGroup E] [InnerProductSpace ℝ E]

/-- The signed Scalmani-Frisch variable: the length of the spin-space gradient vector `v`,
with the sign of its projection on the magnetization `m`. -/
def signedVar (m v : E) : ℝ := Real.sign (inner ℝ m v) * ‖v‖

/-- For a gradient vector `c m` collinear with the magnetization `m`, the signed variable
is `c` times the length of `m`. -/
theorem signedVar_collinear (m : E) (c : ℝ) : signedVar m (c • m) = c * ‖m‖ := by
  by_cases hm : m = 0
  · simp [signedVar, hm]
  have hp : 0 < ‖m‖ ^ 2 := pow_pos (norm_pos_iff.mpr hm) 2
  unfold signedVar
  rw [real_inner_smul_right, real_inner_self_eq_norm_sq, norm_smul, Real.norm_eq_abs]
  rcases lt_trichotomy c 0 with hc | hc | hc
  · rw [Real.sign_of_neg (mul_neg_of_neg_of_pos hc hp), abs_of_neg hc]
    ring
  · simp [hc]
  · rw [Real.sign_of_pos (mul_pos hc hp), abs_of_pos hc]
    ring

/-- The signed variable is unchanged when the same rotation or reflection of spin space
acts on the magnetization and on the gradient vector. -/
theorem signedVar_rotation (R : E ≃ₗᵢ[ℝ] E) (m v : E) :
    signedVar (R m) (R v) = signedVar m v := by
  unfold signedVar
  rw [R.inner_map_map, R.norm_map]

/-- Tilting a magnetization orthogonal to `v` by `ε v` makes its inner product with `v` equal to `ε
‖v‖²`. -/
theorem inner_tilt {m v : E} (h : inner ℝ m v = 0) (ε : ℝ) :
    inner ℝ (m + ε • v) v = ε * ‖v‖ ^ 2 := by
  rw [inner_add_left, h, real_inner_smul_left, real_inner_self_eq_norm_sq, zero_add]

/-- If the magnetization is orthogonal to `v`, then after a tilt by `ε v` the signed
variable is the sign of `ε` times the length of `v`. -/
theorem signedVar_tilt {m v : E} (h : inner ℝ m v = 0) (ε : ℝ) :
    signedVar (m + ε • v) v = Real.sign ε * ‖v‖ := by
  by_cases hv : v = 0
  · simp [signedVar, hv]
  have hp : 0 < ‖v‖ ^ 2 := pow_pos (norm_pos_iff.mpr hv) 2
  unfold signedVar
  rw [inner_tilt h]
  rcases lt_trichotomy ε 0 with he | he | he
  · rw [Real.sign_of_neg (mul_neg_of_neg_of_pos he hp), Real.sign_of_neg he]
  · rw [he, zero_mul]
  · rw [Real.sign_of_pos (mul_pos he hp), Real.sign_of_pos he]

/-- A function that agrees with the signed variable at all non-orthogonal pairs is
discontinuous at every orthogonal pair with nonzero gradient vector, whatever values it
takes on orthogonal pairs. -/
theorem no_continuous_repair (f : E × E → ℝ)
    (hf : ∀ m v : E, inner ℝ m v ≠ 0 → f (m, v) = signedVar m v)
    {m v : E} (h : inner ℝ m v = 0) (hv : v ≠ 0) : ¬ ContinuousAt f (m, v) := by
  intro hc
  have hn : 0 < ‖v‖ := norm_pos_iff.mpr hv
  have hval : ∀ ε : ℝ, ε ≠ 0 → f (m + ε • v, v) = Real.sign ε * ‖v‖ := by
    intro ε he
    have hne : inner ℝ (m + ε • v) v ≠ 0 := by
      rw [inner_tilt h]
      exact mul_ne_zero he (pow_ne_zero 2 hn.ne')
    rw [hf _ _ hne, signedVar_tilt h]
  -- approach the orthogonal pair by tilting the magnetization
  have hpath : Continuous (fun ε : ℝ => (m + ε • v, v)) := by fun_prop
  have h0 := hpath.tendsto 0
  simp only [zero_smul, add_zero] at h0
  have hF : Tendsto (fun ε : ℝ => f (m + ε • v, v)) (𝓝 0) (𝓝 (f (m, v))) :=
    hc.tendsto.comp h0
  -- the two one-sided limits
  have hR : Tendsto (fun ε : ℝ => f (m + ε • v, v)) (𝓝[>] 0) (𝓝 ‖v‖) := by
    refine tendsto_const_nhds.congr' ?_
    filter_upwards [self_mem_nhdsWithin] with ε he
    have he' : 0 < ε := he
    rw [hval ε he'.ne', Real.sign_of_pos he', one_mul]
  have hL : Tendsto (fun ε : ℝ => f (m + ε • v, v)) (𝓝[<] 0) (𝓝 (-‖v‖)) := by
    refine tendsto_const_nhds.congr' ?_
    filter_upwards [self_mem_nhdsWithin] with ε he
    have he' : ε < 0 := he
    rw [hval ε he'.ne, Real.sign_of_neg he', neg_one_mul]
  have e1 := tendsto_nhds_unique (hF.mono_left nhdsWithin_le_nhds) hR
  have e2 := tendsto_nhds_unique (hF.mono_left nhdsWithin_le_nhds) hL
  linarith

/-- The signed variable is continuous at `(m, v)` exactly when the gradient vector vanishes
or has a nonzero projection on the magnetization. -/
theorem continuousAt_signedVar_iff (m v : E) :
    ContinuousAt (fun p : E × E => signedVar p.1 p.2) (m, v) ↔
      v = 0 ∨ inner ℝ m v ≠ 0 := by
  have hi : Continuous (fun p : E × E => (inner ℝ p.1 p.2 : ℝ)) := by fun_prop
  have hnorm : Continuous (fun p : E × E => ‖p.2‖) := by fun_prop
  constructor
  · intro hc
    by_cases hv : v = 0
    · exact Or.inl hv
    · exact Or.inr fun h => no_continuous_repair _ (fun _ _ _ => rfl) h hv hc
  · rintro (hv | h)
    · -- at v = 0 the variable is squeezed by the length of v
      subst hv
      have hb : ∀ p : E × E, ‖signedVar p.1 p.2‖ ≤ ‖p.2‖ := by
        intro p
        rcases Real.sign_apply_eq (inner ℝ p.1 p.2) with hs | hs | hs <;>
          simp [signedVar, hs]
      have ht := hnorm.tendsto (m, (0 : E))
      simp only [norm_zero] at ht
      have hz : signedVar m (0 : E) = 0 := by simp [signedVar]
      show Tendsto (fun p : E × E => signedVar p.1 p.2) (𝓝 (m, 0)) (𝓝 (signedVar m 0))
      rw [hz]
      exact squeeze_zero_norm hb ht
    · -- away from orthogonality the sign is locally constant
      rcases lt_or_gt_of_ne h with hneg | hpos
      · refine hnorm.neg.continuousAt.congr ?_
        filter_upwards [(isOpen_lt hi continuous_const).mem_nhds hneg] with p hp
        have hp' : inner ℝ p.1 p.2 < 0 := hp
        simp [signedVar, Real.sign_of_neg hp']
      · refine hnorm.continuousAt.congr ?_
        filter_upwards [(isOpen_lt continuous_const hi).mem_nhds hpos] with p hp
        have hp' : 0 < inner ℝ p.1 p.2 := hp
        simp [signedVar, Real.sign_of_pos hp']

/-- The unit magnetization `(cos t, sin t, 0)`. -/
def planarSpin (t : ℝ) : EuclideanSpace ℝ (Fin 3) := !₂[Real.cos t, Real.sin t, 0]

/-- The gradient vector `(1, 0, 0)`. -/
def xGradient : EuclideanSpace ℝ (Fin 3) := !₂[1, 0, 0]

/-- With gradient vector `(1, 0, 0)` and magnetization `(cos t, sin t, 0)`, the signed variable
tends to `1` as `t` increases to `π/2` and to `-1` as `t` decreases to `π/2`, and it is
discontinuous as a function of both vectors at `t = π/2`. -/
theorem signedVar_jump :
    Tendsto (fun t => signedVar (planarSpin t) xGradient) (𝓝[<] (Real.pi / 2)) (𝓝 1) ∧
    Tendsto (fun t => signedVar (planarSpin t) xGradient) (𝓝[>] (Real.pi / 2)) (𝓝 (-1)) ∧
    ¬ ContinuousAt (fun p : EuclideanSpace ℝ (Fin 3) × EuclideanSpace ℝ (Fin 3) =>
      signedVar p.1 p.2) (planarSpin (Real.pi / 2), xGradient) := by
  have hin : ∀ t, inner ℝ (planarSpin t) xGradient = Real.cos t := by
    intro t
    simp [planarSpin, xGradient, PiLp.inner_apply, Fin.sum_univ_succ]
  have hn : ‖xGradient‖ = 1 := by
    simp [xGradient, EuclideanSpace.norm_eq, Fin.sum_univ_succ]
  have hs : ∀ t, signedVar (planarSpin t) xGradient = Real.sign (Real.cos t) := by
    intro t
    rw [signedVar, hin, hn, mul_one]
  have hpi := Real.pi_pos
  refine ⟨?_, ?_, ?_⟩
  · refine tendsto_const_nhds.congr' ?_
    filter_upwards [Ioo_mem_nhdsLT (show -(Real.pi / 2) < Real.pi / 2 by linarith)] with t ht
    rw [hs, Real.sign_of_pos (Real.cos_pos_of_mem_Ioo ht)]
  · refine tendsto_const_nhds.congr' ?_
    filter_upwards [Ioo_mem_nhdsGT (show Real.pi / 2 < Real.pi by linarith)] with t ht
    rw [hs, Real.sign_of_neg
      (Real.cos_neg_of_pi_div_two_lt_of_lt ht.1 (by linarith [ht.2]))]
  · rw [continuousAt_signedVar_iff]
    rintro (h | h)
    · rw [h, norm_zero] at hn
      exact zero_ne_one hn
    · exact h (by rw [hin, Real.cos_pi_div_two])

end

end NoncollinearGGA
```

```lean
#print axioms NoncollinearGGA.signedVar_collinear
-- 'NoncollinearGGA.signedVar_collinear' depends on axioms: [propext, Classical.choice, Quot.sound]
#print axioms NoncollinearGGA.signedVar_rotation
-- 'NoncollinearGGA.signedVar_rotation' depends on axioms: [propext, Classical.choice, Quot.sound]
#print axioms NoncollinearGGA.signedVar_jump
-- 'NoncollinearGGA.signedVar_jump' depends on axioms: [propext, Classical.choice, Quot.sound]
```

## From the tilt to the continuity criterion

`signedVar_collinear` splits on the sign of c, and `signedVar_rotation` uses the fact that a linear isometry preserves inner products and norms. `inner_tilt` and `signedVar_tilt` are the two displayed tilt formulas.

`no_continuous_repair` is the argument about f. Its `hval` evaluates f on the tilted path, `hF` is the limit that continuity would give, and `hR` and `hL` are the one-sided limits; `linarith` derives the contradiction.

`continuousAt_signedVar_iff` gets its forward direction by taking f to be s itself. For the converse, `squeeze_zero_norm` handles v = 0, and `isOpen_lt` supplies the neighbourhood on which the sign is constant. `signedVar_jump` reduces s to sign(cos t), reads off the sign of the cosine on each side of π/2, and takes the discontinuity from the criterion.

## One-sided limits as filters

The proof turns on the filters `𝓝[>] 0` and `𝓝[<] 0`, the neighbourhoods of 0 restricted to positive and to negative ε. On each of them the function is constant, so `tendsto_const_nhds.congr'` gives its limit: `congr'` asks for equality only eventually along the filter, and the value at ε = 0 never enters. That is why f may be arbitrary on orthogonal pairs.

The two-sided limit `hF` passes to either side through `mono_left nhdsWithin_le_nhds`. Then `tendsto_nhds_unique` identifies the limits, which is legitimate because there are positive and negative numbers arbitrarily close to 0.
